# Missing-row reconstruction of fcc (110) at site energy −f(Z): an energy change of f(7) + f(11) − 2f(9) per two surface cells

## Removing alternate rows

On the clean (110) surfaces of gold and platinum, every second close-packed row of the top layer is missing. Removing a row exposes atoms beneath it, so one might expect an energy cost. But the removed atoms are not lost: they can attach elsewhere and enlarge the bulk crystal. Does the exchange raise or lower the energy?

Let an atom with Z nearest neighbours have energy −f(Z), and let each removed atom contribute −f(12) after its return to the bulk. Per two surface cells, which contain one removed atom, the energy change is

ΔE = f(7) + f(11) − 2f(9).

It is zero for affine f and negative for f strictly concave on [7, 11]. In a rigid-lattice simulation with nearest-neighbour interactions only, a pair potential therefore gives the two surfaces equal energy, while the square-root law of second-moment tight binding favours the missing rows.

## Counting neighbours

Take fcc sites as integer triples (x, y, z) with even sum, in units of half the cubic lattice constant. The crystal fills x + y ≤ 0, the layers are the planes of constant x + y, and the close-packed rows have fixed z within a layer. Of an atom's twelve neighbours, two lie in its own layer, four in each adjacent layer, and one in each layer two steps away.

A top-layer atom of the ideal surface lacks the 4 + 1 neighbours above it, so Z = 7. A second-layer atom lacks one, so Z = 11. Deeper atoms have Z = 12.

Now remove the top rows with z ≡ 2 mod 4. The remaining top atoms keep Z = 7, since neighbouring top rows are not nearest neighbours. Each second-layer atom loses two neighbours, giving Z = 9. A third-layer atom directly beneath a removed row loses one, giving Z = 11. All other atoms keep Z = 12.

With one atom from each of two adjacent rows per layer, the first three layers give

E(ideal) = −[2f(7) + 2f(11) + 2f(12)],

E(missing row) = −[f(7) + 2f(9) + f(11) + f(12)].

Adding −f(12) for the returned atom and subtracting E(ideal) gives ΔE. Deeper layers cancel.

For f(Z) = a + bZ,

ΔE = 2a + 18b − 2(a + 9b) = 0.

For strictly concave f, the midpoint 9 = (7 + 11)/2 gives

½f(7) + ½f(11) < f(9),

hence ΔE < 0. For f(Z) = √Z,

ΔE = √7 + √11 − 6 < 2.65 + 3.32 − 6 < 0.

## The crystals and energies in Lean

The predicates `idealSurface` and `missingRowSurface` say which sites are occupied. `coordination` counts occupied neighbours, so the values of Z are derived. `cellEnergy` sums the two representative sites in each of the `N` uppermost layers. Neighbours are counted in the full half-infinite crystal, so stopping at `N` creates no lower surface. `reconstructionEnergy` is ΔE, including the term `-f 12`.

The theorems hold for every `N ≥ 3`; the third layer is needed because one of its atoms changes coordination. The function `f` is arbitrary in the general formula, and `StrictConcaveOn ℝ (Set.Icc 7 11) f` expresses the diminishing gain in binding from each further neighbour.

The model has no relaxation, no interactions beyond Z and no temperature. It compares two given structures and does not search for the most stable one. Every strictly concave f gives the same sign, so for such f the sign of ΔE does not separate metals that reconstruct from those that do not.

```lean
import Mathlib

open Finset

namespace MissingRowReconstruction

noncomputable section

/-- The twelve nearest-neighbour vectors of the fcc lattice, in units of half the cubic
lattice constant. -/
def bonds : List (ℤ × ℤ × ℤ) :=
  [(1, 1, 0), (1, -1, 0), (-1, 1, 0), (-1, -1, 0),
   (1, 0, 1), (1, 0, -1), (-1, 0, 1), (-1, 0, -1),
   (0, 1, 1), (0, 1, -1), (0, -1, 1), (0, -1, -1)]

/-- The ideal (110) surface: all fcc sites (integer triples with even sum) with
`x + y ≤ 0` are occupied. -/
def idealSurface (x y z : ℤ) : Prop := (x + y + z) % 2 = 0 ∧ x + y ≤ 0

/-- The missing-row surface: the ideal surface without every second close-packed row of
its top layer. -/
def missingRowSurface (x y z : ℤ) : Prop :=
  idealSurface x y z ∧ ¬(x + y = 0 ∧ z % 4 = 2)

open scoped Classical in
/-- The coordination number of a site: how many of its twelve neighbour sites are occupied
in the crystal `S`. -/
def coordination (S : ℤ → ℤ → ℤ → Prop) (x y z : ℤ) : ℕ :=
  (bonds.map fun d => (if S (x + d.1) (y + d.2.1) (z + d.2.2) then 1 else 0 : ℕ)).sum

open scoped Classical in
/-- The energy `-f(Z)` of an atom with coordination `Z`; an empty site contributes zero. -/
def siteEnergy (f : ℝ → ℝ) (S : ℤ → ℤ → ℤ → Prop) (x y z : ℤ) : ℝ :=
  if S x y z then -f (coordination S x y z) else 0

/-- The energy of the `N` uppermost layers per two surface cells: one site from each of two
adjacent rows in every layer. -/
def cellEnergy (f : ℝ → ℝ) (S : ℤ → ℤ → ℤ → Prop) (N : ℕ) : ℝ :=
  ∑ k ∈ range N, (siteEnergy f S (-(k : ℤ)) 0 k + siteEnergy f S (-(k : ℤ)) 0 (k + 2))

/-- The energy change per two surface cells, with the `N` uppermost layers summed, when alternate
top rows are removed and each removed atom is returned to a bulk site with twelve neighbours. All
layers that change are included once `N ≥ 3`. -/
def reconstructionEnergy (f : ℝ → ℝ) (N : ℕ) : ℝ :=
  cellEnergy f missingRowSurface N + -f 12 - cellEnergy f idealSurface N

/-- Atoms of the ideal (110) surface have 7 neighbours in the top layer, 11 in the second
layer and 12 below. -/
theorem ideal_coordination {x y z : ℤ} (h : idealSurface x y z) :
    coordination idealSurface x y z =
      if x + y = 0 then 7 else if x + y = -1 then 11 else 12 := by
  unfold idealSurface at h
  split_ifs <;>
  simp only [coordination, bonds, List.map_cons, List.map_nil, List.sum_cons,
    List.sum_nil] <;>
  simp (disch := (unfold idealSurface; omega)) only [if_pos, if_neg] <;> omega

/-- Atoms of the missing-row surface have 7 neighbours in the top layer, 9 in the second
layer, 11 in the third layer beneath a removed row, and 12 elsewhere. -/
theorem missingRow_coordination {x y z : ℤ} (h : missingRowSurface x y z) :
    coordination missingRowSurface x y z =
      if x + y = 0 then 7 else if x + y = -1 then 9
      else if x + y = -2 ∧ z % 4 = 2 then 11 else 12 := by
  unfold missingRowSurface idealSurface at h
  -- a second-layer atom has the removed row on one side or on the other
  by_cases hz : z % 4 = 1 <;> split_ifs <;>
  simp only [coordination, bonds, List.map_cons, List.map_nil, List.sum_cons,
    List.sum_nil] <;>
  simp (disch := (unfold missingRowSurface idealSurface; omega)) only
    [if_pos, if_neg] <;> omega

/-- From the fourth layer down, every site has the same energy in both crystals. -/
theorem siteEnergy_deep (f : ℝ → ℝ) (x y z : ℤ) (h : x + y ≤ -3) :
    siteEnergy f missingRowSurface x y z = siteEnergy f idealSurface x y z := by
  unfold siteEnergy
  by_cases hi : idealSurface x y z
  · have hm : missingRowSurface x y z := ⟨hi, by omega⟩
    have e1 : coordination missingRowSurface x y z = 12 := by
      rw [missingRow_coordination hm]
      split_ifs <;> omega
    have e2 : coordination idealSurface x y z = 12 := by
      rw [ideal_coordination hi]
      split_ifs <;> omega
    rw [if_pos hm, if_pos hi, e1, e2]
  · have hm : ¬ missingRowSurface x y z := fun h' => hi h'.1
    rw [if_neg hm, if_neg hi]

/-- The energy of the three uppermost layers of the ideal surface, per two surface cells, is that of
two atoms each of coordination 7, 11 and 12. -/
theorem ideal_cellEnergy (f : ℝ → ℝ) :
    cellEnergy f idealSurface 3 = -(2 * f 7 + 2 * f 11 + 2 * f 12) := by
  have e (x y z : ℤ) (m : ℕ) (h : idealSurface x y z)
      (hm : (if x + y = 0 then 7 else if x + y = -1 then 11 else 12) = m) :
      siteEnergy f idealSurface x y z = -f m := by
    rw [siteEnergy, if_pos h, ideal_coordination h, hm]
  have a1 := e 0 0 0 7 (by norm_num [idealSurface]) (by norm_num)
  have a2 := e 0 0 2 7 (by norm_num [idealSurface]) (by norm_num)
  have a3 := e (-1) 0 1 11 (by norm_num [idealSurface]) (by norm_num)
  have a4 := e (-1) 0 3 11 (by norm_num [idealSurface]) (by norm_num)
  have a5 := e (-2) 0 2 12 (by norm_num [idealSurface]) (by norm_num)
  have a6 := e (-2) 0 4 12 (by norm_num [idealSurface]) (by norm_num)
  simp only [cellEnergy, sum_range_succ, sum_range_zero, Nat.cast_zero, Nat.cast_one,
    Nat.cast_ofNat, neg_zero, zero_add, Int.reduceAdd, a1, a2, a3, a4, a5, a6]
  ring

/-- The energy of the three uppermost layers of the missing-row surface, per two surface cells, is
that of one atom of coordination 7, two of 9, one of 11 and one of 12. -/
theorem missingRow_cellEnergy (f : ℝ → ℝ) :
    cellEnergy f missingRowSurface 3 = -(f 7 + 2 * f 9 + f 11 + f 12) := by
  have e (x y z : ℤ) (m : ℕ) (h : missingRowSurface x y z)
      (hm : (if x + y = 0 then 7 else if x + y = -1 then 9
        else if x + y = -2 ∧ z % 4 = 2 then 11 else 12) = m) :
      siteEnergy f missingRowSurface x y z = -f m := by
    rw [siteEnergy, if_pos h, missingRow_coordination h, hm]
  have a1 := e 0 0 0 7 (by norm_num [missingRowSurface, idealSurface]) (by norm_num)
  -- the removed atom
  have a2 : siteEnergy f missingRowSurface 0 0 2 = 0 := by
    simp [siteEnergy, missingRowSurface]
  have a3 := e (-1) 0 1 9 (by norm_num [missingRowSurface, idealSurface]) (by norm_num)
  have a4 := e (-1) 0 3 9 (by norm_num [missingRowSurface, idealSurface]) (by norm_num)
  have a5 := e (-2) 0 2 11 (by norm_num [missingRowSurface, idealSurface]) (by norm_num)
  have a6 := e (-2) 0 4 12 (by norm_num [missingRowSurface, idealSurface]) (by norm_num)
  simp only [cellEnergy, sum_range_succ, sum_range_zero, Nat.cast_zero, Nat.cast_one,
    Nat.cast_ofNat, neg_zero, zero_add, Int.reduceAdd, a1, a2, a3, a4, a5, a6]
  ring

/-- For site energy `-f(Z)`, the missing-row reconstruction changes the energy per two
surface cells by `f(7) + f(11) - 2 f(9)`, whatever number `N ≥ 3` of layers is summed. -/
theorem reconstructionEnergy_eq (f : ℝ → ℝ) {N : ℕ} (hN : 3 ≤ N) :
    reconstructionEnergy f N = f 7 + f 11 - 2 * f 9 := by
  induction N, hN using Nat.le_induction with
  | base =>
    rw [reconstructionEnergy, ideal_cellEnergy, missingRow_cellEnergy]
    ring
  | succ k hk ih =>
    -- a further layer contributes equally to both crystals
    have d1 := siteEnergy_deep f (-(k : ℤ)) 0 k (by omega)
    have d2 := siteEnergy_deep f (-(k : ℤ)) 0 (k + 2) (by omega)
    unfold reconstructionEnergy cellEnergy at ih ⊢
    rw [sum_range_succ, sum_range_succ, d1, d2]
    linarith

/-- If the site energy is affine in the coordination number, the reconstruction leaves the energy
unchanged, for any number `N ≥ 3` of layers summed. -/
theorem reconstructionEnergy_affine (a b : ℝ) {N : ℕ} (hN : 3 ≤ N) :
    reconstructionEnergy (fun Z => a + b * Z) N = 0 := by
  rw [reconstructionEnergy_eq _ hN]
  ring

/-- If `f` is strictly concave between coordinations 7 and 11, the reconstruction lowers the
energy, for any number `N ≥ 3` of layers summed. -/
theorem reconstructionEnergy_neg {f : ℝ → ℝ} (hf : StrictConcaveOn ℝ (Set.Icc 7 11) f)
    {N : ℕ} (hN : 3 ≤ N) : reconstructionEnergy f N < 0 := by
  rw [reconstructionEnergy_eq f hN]
  -- 9 is the midpoint of 7 and 11
  have h := hf.2 (show (7 : ℝ) ∈ Set.Icc (7 : ℝ) 11 by norm_num)
    (show (11 : ℝ) ∈ Set.Icc (7 : ℝ) 11 by norm_num) (by norm_num)
    (show (0 : ℝ) < 1 / 2 by norm_num) (show (0 : ℝ) < 1 / 2 by norm_num) (by norm_num)
  simp only [smul_eq_mul] at h
  rw [show (1 / 2 : ℝ) * 7 + 1 / 2 * 11 = 9 by norm_num] at h
  linarith

/-- For the square-root law `f(Z) = √Z` the energy change is `√7 + √11 - 6`, which is
negative, for any number `N ≥ 3` of layers summed. -/
theorem reconstructionEnergy_sqrt {N : ℕ} (hN : 3 ≤ N) :
    reconstructionEnergy Real.sqrt N = √7 + √11 - 6 ∧ √7 + √11 - 6 < (0 : ℝ) := by
  have h9 : √(9 : ℝ) = 3 := by
    rw [show (9 : ℝ) = 3 ^ 2 by norm_num]
    exact Real.sqrt_sq (by norm_num)
  have h7 : √(7 : ℝ) < 2.65 := (Real.sqrt_lt' (by norm_num)).2 (by norm_num)
  have h11 : √(11 : ℝ) < 3.32 := (Real.sqrt_lt' (by norm_num)).2 (by norm_num)
  constructor
  · rw [reconstructionEnergy_eq _ hN, h9]
    ring
  · norm_num at h7 h11 ⊢
    linarith

end

end MissingRowReconstruction
```

```lean
#print axioms MissingRowReconstruction.reconstructionEnergy_eq
-- 'MissingRowReconstruction.reconstructionEnergy_eq' depends on axioms: [propext, Classical.choice, Quot.sound]
#print axioms MissingRowReconstruction.reconstructionEnergy_affine
-- 'MissingRowReconstruction.reconstructionEnergy_affine' depends on axioms: [propext, Classical.choice, Quot.sound]
#print axioms MissingRowReconstruction.reconstructionEnergy_neg
-- 'MissingRowReconstruction.reconstructionEnergy_neg' depends on axioms: [propext, Classical.choice, Quot.sound]
#print axioms MissingRowReconstruction.reconstructionEnergy_sqrt
-- 'MissingRowReconstruction.reconstructionEnergy_sqrt' depends on axioms: [propext, Classical.choice, Quot.sound]
```

## From neighbour counts to the sign

`ideal_coordination` and `missingRow_coordination` split into the layers counted above. In each case `simp` resolves the twelve occupation tests, with `omega` supplying the integer arithmetic. The extra split on `z % 4 = 1` records on which side of a second-layer atom the removed row lies.

`siteEnergy_deep` shows that from the fourth layer down a site is either empty in both crystals or has twelve neighbours in both. `ideal_cellEnergy` and `missingRow_cellEnergy` evaluate the six representative sites of the first three layers; the removed atom's site contributes zero.

`reconstructionEnergy_eq` starts from these two sums at `N = 3` and proceeds by induction, each further layer cancelling by `siteEnergy_deep`. The affine case then follows by `ring`. `reconstructionEnergy_neg` applies strict concavity through `hf.2` with both weights equal to 1/2, and `reconstructionEnergy_sqrt` uses the decimal bounds 2.65 and 3.32.
